# The Wulff envelope and surface stiffness: $1+\varepsilon\cos 4\theta$ has positive stiffness at every angle exactly when $|\varepsilon|<1/15$

## Facet normals, surface energy and the Wulff shape

A facet of a two-dimensional crystal is labelled by the angle $\theta$ of its unit normal $(\cos\theta,\sin\theta)$, and its surface energy per unit length is $\gamma(\theta)$. Here a facet means a small piece of surface of any orientation, not necessarily an extended flat face. Angles are real numbers, so $\theta$ and $\theta+2\pi$ describe the same normal. Primes denote derivatives in $\theta$.

For a point $p=(p_1,p_2)$ of the plane, the projection on the normal at angle $\varphi$ is
$$h(p,\varphi)=p_1\cos\varphi+p_2\sin\varphi .$$
The Wulff shape is the set of points with $h(p,\varphi)\le\gamma(\varphi)$ for every $\varphi$. Each facet contributes one half-plane, bounded by the facet line $h(p,\varphi)=\gamma(\varphi)$.

The envelope curve of the facet lines is
$$X(\theta)=(\gamma\cos\theta-\gamma'\sin\theta,\ \gamma\sin\theta+\gamma'\cos\theta),$$
and the surface stiffness is $\gamma+\gamma''$. Stiffness measures the energy cost of small undulations of a flat surface: tilting it changes both its length and its energy per length.

The model energy with $n$-fold anisotropy, $n\ge1$, is $1+\varepsilon\cos(n\theta)$. The mean energy is set to one, and $\varepsilon$ is the relative strength of the anisotropy.

## What is proved about the envelope and the stiffness

In Lean, $h$, $X$, the stiffness and the Wulff shape are `height`, `envelope`, `stiffness` and `wulffShape`; the model energy is `nfold n ε`. Points have type `ℝ × ℝ`.

- `eq_envelope_iff`: $X(\theta)$ is the only point that satisfies the facet-line equation and the equation obtained from it by differentiation in $\theta$.
- `envelope_hasDerivAt`: if $\gamma$ is twice differentiable, then $X'(\theta)=(\gamma+\gamma'')(-\sin\theta,\cos\theta)$.
- `envelope_mem_wulffShape`: if $\gamma$ is also $2\pi$-periodic and its stiffness is nowhere negative, every envelope point lies in the Wulff shape.
- `nfold_stiffness_pos_iff`: for $n\ge1$, the stiffness of $1+\varepsilon\cos(n\theta)$ is positive at every angle exactly when $(n^2-1)|\varepsilon|<1$. The case $n=4$ is `fourfold_stiffness_pos_iff`.
- `nfold_envelope_mem_wulffShape`: under the same bound, the $n$-fold envelope lies in its Wulff shape.

Twice differentiable is expressed by `Differentiable ℝ γ` and `Differentiable ℝ (deriv γ)`; continuity of $\gamma''$ is not required. Periodicity says that a full turn returns the same facet. The first theorem assumes no differentiability, but Lean's `deriv` is zero where no derivative exists, so its geometric reading needs a differentiable $\gamma$.

Cusped energies, which can produce extended flat faces, are excluded by the smoothness hypotheses. The Wulff shape enters by definition as an intersection of half-planes; that, for positive $\gamma$, it minimises the total surface energy among shapes of the same area is a separate theorem, and is not used here.

Simulations of crystal growth often take the fourfold energy as input. In this smooth, two-dimensional, one-parameter model, $1/15$ is the anisotropy at which positive stiffness is first lost at some orientation.

## From the facet lines to the moving envelope

The facet-line equation and its derivative in $\theta$, at fixed $p$, are
$$p_1\cos\theta+p_2\sin\theta=\gamma,\qquad -p_1\sin\theta+p_2\cos\theta=\gamma'.$$
Multiply the first by $\cos\theta$, the second by $\sin\theta$, and subtract: $p_1=\gamma\cos\theta-\gamma'\sin\theta$. Multiply by $\sin\theta$ and $\cos\theta$ instead, and add: $p_2=\gamma\sin\theta+\gamma'\cos\theta$. Substituting these values back satisfies both equations.

The product rule now gives
$$X_1'=\gamma'\cos\theta-\gamma\sin\theta-\gamma''\sin\theta-\gamma'\cos\theta=-(\gamma+\gamma'')\sin\theta,$$
$$X_2'=\gamma'\sin\theta+\gamma\cos\theta+\gamma''\cos\theta-\gamma'\sin\theta=(\gamma+\gamma'')\cos\theta.$$
The terms in $\gamma'$ cancel, and the velocity is along the facet.

## Why nonnegative stiffness keeps the envelope inside

Fix a normal at angle $\varphi$ and let the envelope point $X(s)$ move. Its projection changes at the rate
$$\frac{d}{ds}h(X(s),\varphi)=(\gamma+\gamma'')(s)\,(\sin\varphi\cos s-\cos\varphi\sin s)=(\gamma+\gamma'')(s)\sin(\varphi-s).$$

Now take an envelope point $X(\theta)$ and any normal $\varphi$. Adding a multiple of $2\pi$ to $\varphi$ gives an equivalent angle $y$ with $\theta-\pi\le y<\theta+\pi$.

If $\theta\le y$, then $0\le y-s\le\pi$ for all $s$ between $\theta$ and $y$. The rate is nonnegative, so the projection on the normal at $y$ does not decrease from $s=\theta$ to $s=y$. If $y\le\theta$, the sine is nonpositive between $y$ and $\theta$, and the projection does not increase from $s=y$ to $s=\theta$. In both cases
$$h(X(\theta),y)\le h(X(y),y)=\gamma(y).$$
Both $h$ and $\gamma$ have period $2\pi$ in the normal angle, so $h(X(\theta),\varphi)\le\gamma(\varphi)$.

## The sharp bound on the anisotropy

For $\gamma=1+\varepsilon\cos(n\theta)$, we have $\gamma'=-n\varepsilon\sin(n\theta)$ and $\gamma''=-n^2\varepsilon\cos(n\theta)$, hence
$$\gamma+\gamma''=1-(n^2-1)\,\varepsilon\cos(n\theta).$$

Suppose that this is positive at every angle. At $\theta=0$ it gives $(n^2-1)\varepsilon<1$, and at $\theta=\pi/n$ it gives $-(n^2-1)\varepsilon<1$. Together these say $(n^2-1)|\varepsilon|<1$. Conversely, $\varepsilon\cos(n\theta)\le|\varepsilon|$ and $n^2-1\ge0$, so the stiffness is at least $1-(n^2-1)|\varepsilon|>0$.

For $n=4$ the condition is $15|\varepsilon|<1$. For $n=1$ it always holds, since the stiffness is identically one. The bound also makes the stiffness nonnegative, and $\cos(n\theta)$ has period $2\pi$ because $n$ is an integer, so the envelope lies in the Wulff shape.

Testing only $\theta=0$ is not enough. It yields $\varepsilon<1/15$ without the absolute value, and would admit $\varepsilon=-1/10$, for which the fourfold stiffness at $\pi/4$ is $1-1.5=-0.5$.

## Two anisotropies compared in numbers

Take $n=4$ and $\varepsilon=1/20$. The stiffness runs from $1-15/20=1/4$ at $\theta=0$ to $7/4$ at $\theta=\pi/4$. The envelope point at $\theta=0$ is $(1.05,0)$. Its projection on the normal at $\pi/8$ is $1.05\cos(\pi/8)\approx0.970$, below $\gamma(\pi/8)=1$.

With $\varepsilon=1/10$ the stiffness at $\theta=0$ is $-1/2$, and the envelope point there is $(1.1,0)$. Its projection on the same normal is about $1.016$, above $\gamma(\pi/8)=1$, so this point lies outside the Wulff shape.

## The complete Lean file

```lean
import Mathlib

open scoped Real

namespace WulffConstruction

noncomputable section

/-- The projection of a point `p` of the plane on the facet normal `(cos φ, sin φ)`. -/
def height (p : ℝ × ℝ) (φ : ℝ) : ℝ := p.1 * Real.cos φ + p.2 * Real.sin φ

/-- The envelope curve `(γ cos θ - γ' sin θ, γ sin θ + γ' cos θ)` of a surface energy `γ`. -/
def envelope (γ : ℝ → ℝ) (θ : ℝ) : ℝ × ℝ :=
  (γ θ * Real.cos θ - deriv γ θ * Real.sin θ, γ θ * Real.sin θ + deriv γ θ * Real.cos θ)

/-- The surface stiffness `γ + γ''`. -/
def stiffness (γ : ℝ → ℝ) (θ : ℝ) : ℝ := γ θ + deriv (deriv γ) θ

/-- The Wulff shape: the points whose projection on every facet normal is at most the
surface energy of that facet. -/
def wulffShape (γ : ℝ → ℝ) : Set (ℝ × ℝ) := {p | ∀ φ, height p φ ≤ γ φ}

/-- The surface energy `1 + ε cos (n θ)` with `n`-fold anisotropy of strength `ε`. -/
def nfold (n : ℕ) (ε θ : ℝ) : ℝ := 1 + ε * Real.cos (n * θ)

/-- The envelope point at `θ` is the only point that satisfies both the equation of the facet line,
`x cos θ + y sin θ = γ`, and the equation `-x sin θ + y cos θ = γ'`, where `γ'` is Lean's
`deriv γ θ`. If `γ` is differentiable at `θ`, the second equation is the derivative of the first in
`θ` at a fixed point `(x, y)`. -/
theorem eq_envelope_iff (γ : ℝ → ℝ) (θ : ℝ) (p : ℝ × ℝ) :
    (height p θ = γ θ ∧ -p.1 * Real.sin θ + p.2 * Real.cos θ = deriv γ θ) ↔
      p = envelope γ θ := by
  have hsc := Real.sin_sq_add_cos_sq θ
  constructor
  · rintro ⟨h1, h2⟩
    simp only [height] at h1
    refine Prod.ext ?_ ?_
    · simp only [envelope]
      linear_combination Real.cos θ * h1 - Real.sin θ * h2 - p.1 * hsc
    · simp only [envelope]
      linear_combination Real.sin θ * h1 + Real.cos θ * h2 - p.2 * hsc
  · rintro rfl
    simp only [envelope, height]
    constructor
    · linear_combination γ θ * hsc
    · linear_combination deriv γ θ * hsc

/-- For a twice differentiable surface energy, the envelope curve has derivative
`(γ + γ'') (-sin θ, cos θ)`. -/
theorem envelope_hasDerivAt {γ : ℝ → ℝ} (hγ : Differentiable ℝ γ)
    (hγ' : Differentiable ℝ (deriv γ)) (θ : ℝ) :
    HasDerivAt (envelope γ) (stiffness γ θ • (-Real.sin θ, Real.cos θ)) θ := by
  have h1 := (hγ θ).hasDerivAt
  have h2 := (hγ' θ).hasDerivAt
  have hx := (h1.fun_mul (Real.hasDerivAt_cos θ)).fun_sub (h2.fun_mul (Real.hasDerivAt_sin θ))
  have hy := (h1.fun_mul (Real.hasDerivAt_sin θ)).fun_add (h2.fun_mul (Real.hasDerivAt_cos θ))
  -- the terms in `γ'` cancel in both components
  refine (hx.prodMk hy).congr_deriv ?_
  simp only [stiffness, Prod.smul_mk, smul_eq_mul, Prod.mk.injEq]
  constructor <;> ring

/-- For a twice differentiable surface energy, the projection of the moving envelope point on
a fixed normal at angle `φ` changes at the rate `(γ + γ'')(s) sin (φ - s)`. -/
theorem height_envelope_hasDerivAt {γ : ℝ → ℝ} (hγ : Differentiable ℝ γ)
    (hγ' : Differentiable ℝ (deriv γ)) (φ s : ℝ) :
    HasDerivAt (fun t => height (envelope γ t) φ) (stiffness γ s * Real.sin (φ - s)) s := by
  have h := envelope_hasDerivAt hγ hγ' s
  have hx : HasDerivAt (fun t => (envelope γ t).1) (stiffness γ s * -Real.sin s) s :=
    by
      have h1 := (ContinuousLinearMap.fst ℝ ℝ ℝ).hasFDerivAt.comp_hasDerivAt s h
      exact h1
  have hy : HasDerivAt (fun t => (envelope γ t).2) (stiffness γ s * Real.cos s) s :=
    by
      have h2 := (ContinuousLinearMap.snd ℝ ℝ ℝ).hasFDerivAt.comp_hasDerivAt s h
      exact h2
  refine ((hx.mul_const (Real.cos φ)).fun_add (hy.mul_const (Real.sin φ))).congr_deriv ?_
  rw [Real.sin_sub]
  ring

/-- If a twice differentiable, `2π`-periodic surface energy has nowhere negative stiffness,
every point of the envelope curve belongs to the Wulff shape. -/
theorem envelope_mem_wulffShape {γ : ℝ → ℝ} (hγ : Differentiable ℝ γ)
    (hγ' : Differentiable ℝ (deriv γ)) (hper : Function.Periodic γ (2 * π))
    (hs : ∀ θ, 0 ≤ stiffness γ θ) (θ : ℝ) : envelope γ θ ∈ wulffShape γ := by
  intro φ
  have hg : Function.Periodic (fun x => γ x - height (envelope γ θ) x) (2 * π) := fun x => by
    simp only [height, hper x, Real.cos_add_two_pi, Real.sin_add_two_pi]
  -- replace the normal by an equivalent one within half a turn of `θ`
  obtain ⟨y, ⟨hy1, hy2⟩, hy⟩ := hg.exists_mem_Ico Real.two_pi_pos φ (θ - π)
  have hd := height_envelope_hasDerivAt hγ hγ' y
  have hdiff : Differentiable ℝ (fun t => height (envelope γ t) y) :=
    fun x => (hd x).differentiableAt
  have htop : height (envelope γ y) y = γ y := ((eq_envelope_iff γ y _).2 rfl).1
  have key : height (envelope γ θ) y ≤ height (envelope γ y) y := by
    rcases le_total θ y with hle | hle
    · -- the projection does not decrease until the envelope point reaches the angle `y`
      have hm : MonotoneOn (fun t => height (envelope γ t) y) (Set.Icc (y - π) y) := by
        refine monotoneOn_of_deriv_nonneg (convex_Icc _ _) hdiff.continuous.continuousOn
          hdiff.differentiableOn ?_
        intro x hx
        rw [interior_Icc] at hx
        rw [(hd x).deriv]
        exact mul_nonneg (hs x) (Real.sin_nonneg_of_nonneg_of_le_pi
          (by linarith [hx.2]) (by linarith [hx.1]))
      exact hm ⟨by linarith, hle⟩ ⟨by linarith [Real.pi_pos], le_rfl⟩ hle
    · -- and does not increase afterwards
      have hm : AntitoneOn (fun t => height (envelope γ t) y) (Set.Icc y (y + π)) := by
        refine antitoneOn_of_deriv_nonpos (convex_Icc _ _) hdiff.continuous.continuousOn
          hdiff.differentiableOn ?_
        intro x hx
        rw [interior_Icc] at hx
        have h0 := mul_nonneg (hs x) (Real.sin_nonneg_of_nonneg_of_le_pi
          (x := x - y) (by linarith [hx.1]) (by linarith [hx.2]))
        rw [(hd x).deriv, ← neg_sub x y, Real.sin_neg]
        linarith
      exact hm ⟨le_rfl, by linarith [Real.pi_pos]⟩ ⟨hle, by linarith⟩ hle
  have hy' : γ φ - height (envelope γ θ) φ = γ y - height (envelope γ θ) y := hy
  linarith

/-- The slope of the `n`-fold surface energy is `-n ε sin (n θ)`. -/
theorem nfold_hasDerivAt (n : ℕ) (ε θ : ℝ) :
    HasDerivAt (nfold n ε) (-(n * ε * Real.sin (n * θ))) θ := by
  have hl := ((hasDerivAt_id' θ).const_mul (n : ℝ)).congr_deriv (mul_one _)
  exact ((hl.cos.const_mul ε).const_add 1).congr_deriv (by ring)

/-- The second derivative of the `n`-fold surface energy is `-n² ε cos (n θ)`. -/
theorem deriv_nfold_hasDerivAt (n : ℕ) (ε θ : ℝ) :
    HasDerivAt (deriv (nfold n ε)) (-(n ^ 2 * ε * Real.cos (n * θ))) θ := by
  have e : deriv (nfold n ε) = fun t => -(n * ε) * Real.sin (n * t) := by
    funext t
    rw [(nfold_hasDerivAt n ε t).deriv]
    ring
  have hl := ((hasDerivAt_id' θ).const_mul (n : ℝ)).congr_deriv (mul_one _)
  rw [e]
  exact (hl.sin.const_mul (-(n * ε))).congr_deriv (by ring)

/-- For `n ≥ 1`, the stiffness of `1 + ε cos (n θ)` is positive at every angle exactly when
`(n² - 1) |ε| < 1`. -/
theorem nfold_stiffness_pos_iff {n : ℕ} (hn : 1 ≤ n) (ε : ℝ) :
    (∀ θ, 0 < stiffness (nfold n ε) θ) ↔ ((n : ℝ) ^ 2 - 1) * |ε| < 1 := by
  have hn1 : (1 : ℝ) ≤ n := by exact_mod_cast hn
  have hn2 : 0 ≤ (n : ℝ) ^ 2 - 1 := by nlinarith
  have hst : ∀ θ, stiffness (nfold n ε) θ
      = 1 - ((n : ℝ) ^ 2 - 1) * (ε * Real.cos (n * θ)) := fun θ => by
    rw [stiffness, (deriv_nfold_hasDerivAt n ε θ).deriv, nfold]
    ring
  constructor
  · intro h
    -- the extreme values of the stiffness occur at the angles `0` and `π / n`
    have h0 := h 0
    have h1 := h (π / n)
    have hpi : (n : ℝ) * (π / n) = π := by
      have : (n : ℝ) ≠ 0 := by linarith
      field_simp
    rw [hst, mul_zero, Real.cos_zero] at h0
    rw [hst, hpi, Real.cos_pi] at h1
    rcases abs_cases ε with ⟨ha, _⟩ | ⟨ha, _⟩ <;> rw [ha] <;> linarith
  · intro h θ
    have hc : ε * Real.cos (n * θ) ≤ |ε| := by
      refine (le_abs_self _).trans ?_
      rw [abs_mul]
      exact mul_le_of_le_one_right (abs_nonneg ε) (Real.abs_cos_le_one _)
    rw [hst]
    linarith [mul_le_mul_of_nonneg_left hc hn2]

/-- The stiffness of the fourfold surface energy `1 + ε cos (4 θ)` is positive at every angle
exactly when `|ε| < 1/15`. -/
theorem fourfold_stiffness_pos_iff (ε : ℝ) :
    (∀ θ, 0 < stiffness (fun t => 1 + ε * Real.cos (4 * t)) θ) ↔ |ε| < 1 / 15 := by
  have e : (fun t => 1 + ε * Real.cos (4 * t)) = nfold 4 ε := by
    funext t
    simp only [nfold, Nat.cast_ofNat]
  rw [e, nfold_stiffness_pos_iff (by norm_num) ε]
  push_cast
  constructor <;> intro h <;> linarith

/-- For `n ≥ 1` and `(n² - 1) |ε| < 1`, the whole envelope curve of `1 + ε cos (n θ)` belongs
to the Wulff shape. -/
theorem nfold_envelope_mem_wulffShape {n : ℕ} (hn : 1 ≤ n) {ε : ℝ}
    (hε : ((n : ℝ) ^ 2 - 1) * |ε| < 1) (θ : ℝ) :
    envelope (nfold n ε) θ ∈ wulffShape (nfold n ε) := by
  refine envelope_mem_wulffShape (fun t => (nfold_hasDerivAt n ε t).differentiableAt)
    (fun t => (deriv_nfold_hasDerivAt n ε t).differentiableAt) ?_
    (fun t => ((nfold_stiffness_pos_iff hn ε).2 hε t).le) θ
  intro t
  simp only [nfold]
  rw [mul_add, Real.cos_add_nat_mul_two_pi]

end

end WulffConstruction
```

```lean
#print axioms WulffConstruction.fourfold_stiffness_pos_iff
#print axioms WulffConstruction.nfold_envelope_mem_wulffShape
```

```
'WulffConstruction.fourfold_stiffness_pos_iff' depends on axioms: [propext, Classical.choice, Quot.sound]
'WulffConstruction.nfold_envelope_mem_wulffShape' depends on axioms: [propext, Classical.choice, Quot.sound]
```

## How Lean carries out the argument

In `eq_envelope_iff`, the first two `linear_combination` calls contain the multipliers used above to solve the two equations, together with $\sin^2\theta+\cos^2\theta=1$. The last two check the converse by substitution and need only multiples of that identity.

`envelope_hasDerivAt` applies the product rule to each component and joins the two with `prodMk`. The final `ring` performs the cancellation of $\gamma'$. `height_envelope_hasDerivAt` extracts the two components of this derivative, weights them by $\cos\varphi$ and $\sin\varphi$, and recognises the sine of a difference through `Real.sin_sub`.

The inclusion theorem works with the gap $\gamma(x)-h(X(\theta),x)$, which is periodic in $x$. This lets `exists_mem_Ico` replace $\varphi$ by the angle $y$ within half a turn of $\theta$. The two cases use `monotoneOn_of_deriv_nonneg` on $[y-\pi,y]$ and `antitoneOn_of_deriv_nonpos` on $[y,y+\pi]$. The value at the top, `htop`, comes from `eq_envelope_iff`, and periodicity of the gap carries the inequality back to $\varphi$.

For the model energy, `nfold_hasDerivAt` and `deriv_nfold_hasDerivAt` supply the two derivatives. In `nfold_stiffness_pos_iff`, `hst` is the closed form of the stiffness. Necessity evaluates it at `0` and `π / n` and splits on the sign of $\varepsilon$ with `abs_cases`; sufficiency rests on `Real.abs_cos_le_one`. The fourfold theorem specialises this result to $n=4$, and the last theorem feeds the derivatives, the periodicity and the stiffness bound into `envelope_mem_wulffShape`.
